# A trial function stationary under all C¹ variations has no kink at the matching point

An augmented plane wave is a plane wave between the atoms and a combination of radial solutions times spherical harmonics inside each atomic sphere. The two parts are matched in value at the sphere, but their slopes generally differ, so the function has a kink there. Does the kink survive once the trial function is made stationary?

Take one dimension, with the sphere boundary at $c$ and $a<c<b$, and units in which $\hbar^2/2m=1$. Let the potential $V$ be continuous on $[a,b]$, let $E$ be a fixed real number, and let the real function $f$ be C² on $[a,c]$ and on $[c,b]$, endpoints included. For a C¹ function $g$ with $g(a)=g(b)=0$, define

$$W(g)=\int_a^b \big[f'g'+(V-E)fg\big]\,dx .$$

This is half the first variation of $\int [f'^2+(V-E)f^2]\,dx$ in the direction $g$. The claim is that $W(g)=0$ for all such $g$ exactly when $f$ has no kink at $c$ and solves $-f''+(V-E)f=0$ on both open pieces.

## The kink as a boundary term

Integrate by parts on each piece, where $f'$ is C¹:

$$\int_a^c f'g'\,dx=f'(c^-)g(c)-f'(a^+)g(a)-\int_a^c f''g\,dx,$$
$$\int_c^b f'g'\,dx=f'(b^-)g(b)-f'(c^+)g(c)-\int_c^b f''g\,dx.$$

The terms at $a$ and $b$ vanish. With the kink $\kappa=f'(c^+)-f'(c^-)$ and the residual $R=-f''+(V-E)f$, the sum is

$$W(g)=-\kappa\,g(c)+\int_a^c Rg\,dx+\int_c^b Rg\,dx .$$

Suppose that $W$ vanishes for all $g$, but $R(x_0)>0$ at some $x_0$ in $(a,c)$. By continuity, $R>0$ on an interval $(x_0-\varepsilon,x_0+\varepsilon)$ inside $(a,c)$. Let $g(x)=\exp\!\big[-1/(\varepsilon^2-(x-x_0)^2)\big]$ there and zero elsewhere. This $g$ is smooth and $g(c)=0$, so $W(g)=\int_a^c Rg\,dx>0$, a contradiction. The same argument for $-R$ excludes negative values, and the piece $(c,b)$ is treated alike.

Only $W(g)=-\kappa\,g(c)$ remains. Choosing $g(x)=(x-a)(b-x)$ gives $\kappa\,(c-a)(b-c)=0$, hence $\kappa=0$. Conversely, if $\kappa$ and $R$ vanish, so does every $W(g)$.

## Slopes, weak form and stationarity in Lean

```lean
import Mathlib

open Set MeasureTheory Filter Topology

namespace APWKink

noncomputable section
```

The slopes at $c$ are derivatives within the half-lines ending there, so each sees only one side.

```lean
/-- The slope `f'(c-)` of `f` from the left of `c`. -/
def leftSlope (f : ℝ → ℝ) (c : ℝ) : ℝ := derivWithin f (Iic c) c

/-- The slope `f'(c+)` of `f` from the right of `c`. -/
def rightSlope (f : ℝ → ℝ) (c : ℝ) : ℝ := derivWithin f (Ici c) c
```

The sign convention for the kink is right minus left.

```lean
/-- The kink of `f` at `c`: right slope minus left slope. -/
def kink (f : ℝ → ℝ) (c : ℝ) : ℝ := rightSlope f c - leftSlope f c
```

The integrand uses the ordinary derivative `deriv f`, which has no physical meaning at a kink; a single point does not affect the integral.

```lean
/-- The integrand `f' g' + (V - E) f g`. -/
def density (V : ℝ → ℝ) (E : ℝ) (f g : ℝ → ℝ) (x : ℝ) : ℝ :=
  deriv f x * deriv g x + (V x - E) * f x * g x

/-- The weak form of the Schrödinger equation on `[a, b]`, tested with `g`. -/
def weakForm (V : ℝ → ℝ) (E a b : ℝ) (f g : ℝ → ℝ) : ℝ :=
  ∫ x in a..b, density V E f g x

/-- The Schrödinger residual `-f'' + (V - E) f`. -/
def residual (V : ℝ → ℝ) (E : ℝ) (f : ℝ → ℝ) (x : ℝ) : ℝ :=
  -deriv (deriv f) x + (V x - E) * f x
```

Stationarity quantifies over functions that are C¹ on the whole real line and vanish at both ends. The number `E` is held fixed, and $f$ is neither normalised nor subject to boundary conditions.

```lean
/-- The weak form of `f` vanishes for every C¹ variation that is zero at both ends. -/
def IsStationary (V : ℝ → ℝ) (E a b : ℝ) (f : ℝ → ℝ) : Prop :=
  ∀ g : ℝ → ℝ, ContDiff ℝ 1 g → g a = 0 → g b = 0 → weakForm V E a b f g = 0
```

The variations could also have been modelled as continuous, piecewise C¹ functions, which may themselves be kinked at $c$, as APW basis functions are. For the $f$ considered here this gives the same condition, because integration by parts on each piece leads to the same formula for $W(g)$.

## Integration by parts on one piece

Integrals over an interval depend only on the values inside it.

```lean
variable {V f g : ℝ → ℝ} {E a b c p q : ℝ}

/-- Integrands that agree inside an interval have the same integral over it. -/
lemma integral_congr_open {F G : ℝ → ℝ} (hpq : p ≤ q) (h : ∀ x ∈ Ioo p q, F x = G x) :
    ∫ x in p..q, F x = ∫ x in p..q, G x := by
  rw [intervalIntegral.integral_of_le hpq, intervalIntegral.integral_of_le hpq,
    integral_Ioc_eq_integral_Ioo, integral_Ioc_eq_integral_Ioo]
  exact setIntegral_congr_fun measurableSet_Ioo h
```

The next lemma supplies continuous versions `d` and `d2` of $f'$ and $f''$ on the closed piece. They agree with the ordinary derivatives inside, and `d` takes the one-sided slopes at the ends.

```lean
/-- On a piece where `f` is C², its first two derivatives extend continuously to the ends,
and the first takes the one-sided slopes there. -/
lemma piece_derivs (hpq : p < q) (hf : ContDiffOn ℝ 2 f (Icc p q)) :
    ∃ d d2 : ℝ → ℝ, ContinuousOn d (Icc p q) ∧ ContinuousOn d2 (Icc p q) ∧
      (∀ x ∈ Ioo p q, deriv f x = d x ∧ HasDerivAt d (d2 x) x ∧ deriv (deriv f) x = d2 x) ∧
      d p = rightSlope f p ∧ d q = leftSlope f q := by
  have hu := uniqueDiffOn_Icc hpq
  have h1 : ContDiffOn ℝ 1 (derivWithin f (Icc p q)) (Icc p q) :=
    hf.derivWithin hu one_add_one_eq_two.le
  have hdf : DifferentiableOn ℝ f (Icc p q) := hf.differentiableOn (by norm_num)
  have hdd := h1.differentiableOn (by norm_num)
  refine ⟨derivWithin f (Icc p q), derivWithin (derivWithin f (Icc p q)) (Icc p q),
    h1.continuousOn, h1.continuousOn_derivWithin hu le_rfl, ?_, ?_, ?_⟩
  · intro x hx
    have hd := (hdd x (Ioo_subset_Icc_self hx)).hasDerivWithinAt.hasDerivAt
      (Icc_mem_nhds hx.1 hx.2)
    have he : deriv f =ᶠ[𝓝 x] derivWithin f (Icc p q) := by
      filter_upwards [Ioo_mem_nhds hx.1 hx.2] with y hy
      exact (derivWithin_of_mem_nhds (Icc_mem_nhds hy.1 hy.2)).symm
    exact ⟨he.eq_of_nhds, hd, he.deriv_eq.trans hd.deriv⟩
  · have h := (hdf p (left_mem_Icc.2 hpq.le)).hasDerivWithinAt
    exact ((h.mono_of_mem_nhdsWithin (Icc_mem_nhdsGE hpq)).derivWithin
      (uniqueDiffOn_Ici p p (by simp))).symm
  · have h := (hdf q (right_mem_Icc.2 hpq.le)).hasDerivWithinAt
    exact ((h.mono_of_mem_nhdsWithin (Icc_mem_nhdsLE hpq)).derivWithin
      (uniqueDiffOn_Iic q q (by simp))).symm
```

The integrand is now split into the total derivative $(f'g)'=f''g+f'g'$ and the residual times $g$. The fundamental theorem of calculus turns the first part into the boundary terms.

```lean
/-- Integration by parts on one piece: the weak form is a boundary term plus the residual
integrated against `g`. -/
theorem piece_by_parts (hpq : p < q) (hV : ContinuousOn V (Icc p q))
    (hf : ContDiffOn ℝ 2 f (Icc p q)) (hg : ContDiff ℝ 1 g) :
    IntervalIntegrable (density V E f g) volume p q ∧
    ∫ x in p..q, density V E f g x = leftSlope f q * g q - rightSlope f p * g p
      + ∫ x in p..q, residual V E f x * g x := by
  obtain ⟨d, d2, hd, hd2, hi, hp, hq⟩ := piece_derivs hpq hf
  have hgc : ContinuousOn g (Icc p q) := hg.continuous.continuousOn
  have hg' : ContinuousOn (deriv g) (Icc p q) := (hg.continuous_deriv le_rfl).continuousOn
  have hW : ContinuousOn (fun x => (V x - E) * f x) (Icc p q) :=
    (hV.sub continuousOn_const).mul hf.continuousOn
  have iA : IntervalIntegrable (fun x => d x * deriv g x + (V x - E) * f x * g x)
      volume p q :=
    ((hd.mul hg').add (hW.mul hgc)).intervalIntegrable_of_Icc hpq.le
  have iB : IntervalIntegrable (fun x => (-d2 x + (V x - E) * f x) * g x) volume p q :=
    ((hd2.neg.add hW).mul hgc).intervalIntegrable_of_Icc hpq.le
  have iC : IntervalIntegrable (fun x => d2 x * g x + d x * deriv g x) volume p q :=
    ((hd2.mul hgc).add (hd.mul hg')).intervalIntegrable_of_Icc hpq.le
  -- the total derivative of `f' g`
  have hC : ∫ x in p..q, (d2 x * g x + d x * deriv g x) = d q * g q - d p * g p :=
    intervalIntegral.integral_eq_sub_of_hasDerivAt_of_le (f := fun x => d x * g x) hpq.le
      (hd.mul hgc) (fun x hx => (hi x hx).2.1.mul
        (hg.differentiable (by norm_num) x).hasDerivAt) iC
  constructor
  · rw [intervalIntegrable_iff_integrableOn_Ioo_of_le hpq.le] at iA ⊢
    exact iA.congr_fun (fun x hx => by simp only [density, (hi x hx).1]) measurableSet_Ioo
  · calc ∫ x in p..q, density V E f g x
        = ∫ x in p..q, ((d2 x * g x + d x * deriv g x)
            + (-d2 x + (V x - E) * f x) * g x) :=
          integral_congr_open hpq.le fun x hx => by
            simp only [density, (hi x hx).1]
            ring
      _ = (∫ x in p..q, (d2 x * g x + d x * deriv g x))
            + ∫ x in p..q, (-d2 x + (V x - E) * f x) * g x :=
          intervalIntegral.integral_add iC iB
      _ = _ := by
          rw [hC, hp, hq]
          congr 1
          exact integral_congr_open hpq.le fun x hx => by
            simp only [residual, (hi x hx).2.2]
```

Adding the two pieces gives the formula for $W(g)$ derived above.

```lean
/-- The weak form of a trial function with a kink at `c` is minus the kink times `g c`, plus
the residuals of the two pieces integrated against `g`. -/
theorem weakForm_eq_kink (hac : a < c) (hcb : c < b) (hV : ContinuousOn V (Icc a b))
    (hl : ContDiffOn ℝ 2 f (Icc a c)) (hr : ContDiffOn ℝ 2 f (Icc c b))
    (hg : ContDiff ℝ 1 g) (ha : g a = 0) (hb : g b = 0) :
    weakForm V E a b f g = -kink f c * g c + (∫ x in a..c, residual V E f x * g x)
      + ∫ x in c..b, residual V E f x * g x := by
  obtain ⟨i1, e1⟩ := piece_by_parts (E := E) hac
    (hV.mono (Icc_subset_Icc_right hcb.le)) hl hg
  obtain ⟨i2, e2⟩ := piece_by_parts (E := E) hcb
    (hV.mono (Icc_subset_Icc_left hac.le)) hr hg
  unfold weakForm
  rw [← intervalIntegral.integral_add_adjacent_intervals i1 i2, e1, e2, ha, hb]
  unfold kink
  ring
```

## From vanishing integrals to the differential equation

The bump argument is stated for a general continuous function `r`. Mathlib's `expNegInvGlue` is $e^{-1/t}$ for $t>0$ and zero otherwise, so its argument $\varepsilon^2-(y-x)^2$ produces the bump used by hand.

```lean
/-- A continuous function whose integral against every C¹ function supported inside the
interval vanishes is nowhere positive inside it. -/
lemma nonpos_of_tests {r : ℝ → ℝ} (hr : ContinuousOn r (Icc p q))
    (H : ∀ g : ℝ → ℝ, ContDiff ℝ 1 g → (∀ x, x ∉ Ioo p q → g x = 0) →
      ∫ x in p..q, r x * g x = 0) : ∀ x ∈ Ioo p q, r x ≤ 0 := by
  intro x hx
  by_contra hn
  have h : 0 < r x := not_le.1 hn
  have hev : ∀ᶠ y in 𝓝 x, 0 < r y ∧ y ∈ Ioo p q :=
    ((hr.continuousAt (Icc_mem_nhds hx.1 hx.2)).eventually (lt_mem_nhds h)).and
      (Ioo_mem_nhds hx.1 hx.2)
  obtain ⟨ε, hε, hball⟩ := Metric.eventually_nhds_iff.1 hev
  -- a smooth bump living where `r` is positive
  have hglue : ContDiff ℝ 1 expNegInvGlue := by
    exact_mod_cast expNegInvGlue.contDiff (n := 1)
  have hg : ContDiff ℝ 1 (fun y : ℝ => expNegInvGlue (ε ^ 2 - (y - x) ^ 2)) :=
    hglue.comp (contDiff_const.sub ((contDiff_id.sub contDiff_const).pow 2))
  have key : ∀ y, ¬ dist y x < ε → expNegInvGlue (ε ^ 2 - (y - x) ^ 2) = 0 := by
    intro y hy
    apply expNegInvGlue.zero_of_nonpos
    have h2 := pow_le_pow_left₀ hε.le (not_lt.1 hy) 2
    rw [Real.dist_eq, sq_abs] at h2
    linarith
  have hzero := H _ hg fun y hy => key y fun hd => hy (hball hd).2
  have hpos := intervalIntegral.integral_pos (hx.1.trans hx.2)
    (hr.mul hg.continuous.continuousOn)
    (fun y _ => by
      by_cases hd : dist y x < ε
      · exact mul_nonneg (hball hd).1.le (expNegInvGlue.nonneg _)
      · exact (mul_eq_zero_of_right _ (key y hd)).ge)
    ⟨x, Ioo_subset_Icc_self hx, mul_pos h (expNegInvGlue.pos_of_pos
      (by nlinarith [pow_pos hε 2]))⟩
  exact hpos.ne' hzero
```

Applying this to the continuous version of the residual and to its negative makes the residual zero inside the piece.

```lean
/-- If the residual of a C² piece integrates to zero against every C¹ function supported
inside the piece, the Schrödinger equation holds there. -/
lemma residual_eq_zero (hpq : p < q) (hV : ContinuousOn V (Icc p q))
    (hf : ContDiffOn ℝ 2 f (Icc p q))
    (H : ∀ g : ℝ → ℝ, ContDiff ℝ 1 g → (∀ x, x ∉ Ioo p q → g x = 0) →
      ∫ x in p..q, residual V E f x * g x = 0) : ∀ x ∈ Ioo p q, residual V E f x = 0 := by
  obtain ⟨r, hr, hres⟩ : ∃ r : ℝ → ℝ, ContinuousOn r (Icc p q) ∧
      ∀ x ∈ Ioo p q, residual V E f x = r x := by
    obtain ⟨d, d2, -, hd2, hi, -, -⟩ := piece_derivs hpq hf
    exact ⟨fun x => -d2 x + (V x - E) * f x,
      hd2.neg.add ((hV.sub continuousOn_const).mul hf.continuousOn),
      fun x hx => by simp only [residual, (hi x hx).2.2]⟩
  have hH : ∀ g : ℝ → ℝ, ContDiff ℝ 1 g → (∀ x, x ∉ Ioo p q → g x = 0) →
      ∫ x in p..q, r x * g x = 0 := fun g hg h0 =>
    (integral_congr_open hpq.le fun x hx => by rw [hres x hx]).trans (H g hg h0)
  intro x hx
  have h1 := nonpos_of_tests hr hH x hx
  have h2 := nonpos_of_tests (r := fun y => -r y) hr.neg (fun g hg h0 => by
    have h := hH (fun y => -g y) hg.neg fun y hy => by rw [h0 y hy, neg_zero]
    simpa only [neg_mul, mul_neg] using h) x hx
  rw [hres x hx]
  linarith
```

## Stationarity, slopes and the remaining kink

The potential is assumed continuous on $[a,b]$. In the forward direction, bumps on either side yield the two differential equations, and the quadratic test function then removes the kink. The reverse direction substitutes zeros into the formula.

```lean
/-- A trial function that is C² on each side of `c` is stationary exactly when it has no kink
at `c` and solves the Schrödinger equation on both sides. -/
theorem stationary_iff (hac : a < c) (hcb : c < b) (hV : ContinuousOn V (Icc a b))
    (hl : ContDiffOn ℝ 2 f (Icc a c)) (hr : ContDiffOn ℝ 2 f (Icc c b)) :
    IsStationary V E a b f ↔ kink f c = 0 ∧ (∀ x ∈ Ioo a c, residual V E f x = 0) ∧
      ∀ x ∈ Ioo c b, residual V E f x = 0 := by
  have van : ∀ {s t : ℝ} {F : ℝ → ℝ}, s ≤ t → (∀ x ∈ Ioo s t, F x = 0) →
      ∫ x in s..t, F x = 0 := fun hst h =>
    (integral_congr_open (G := fun _ => 0) hst h).trans intervalIntegral.integral_zero
  constructor
  · intro H
    -- variations inside one piece give the differential equation there
    have h1 : ∀ x ∈ Ioo a c, residual V E f x = 0 := by
      refine residual_eq_zero hac (hV.mono (Icc_subset_Icc_right hcb.le)) hl ?_
      intro g hg h0
      have ha := h0 a fun h => lt_irrefl _ h.1
      have hc := h0 c fun h => lt_irrefl _ h.2
      have hb := h0 b fun h => lt_asymm hcb h.2
      have e := weakForm_eq_kink (E := E) hac hcb hV hl hr hg ha hb
      rw [H g hg ha hb, hc, van (s := c) hcb.le fun x hx => by
        rw [h0 x fun h => lt_asymm hx.1 h.2, mul_zero]] at e
      linarith
    have h2 : ∀ x ∈ Ioo c b, residual V E f x = 0 := by
      refine residual_eq_zero hcb (hV.mono (Icc_subset_Icc_left hac.le)) hr ?_
      intro g hg h0
      have ha := h0 a fun h => lt_asymm hac h.1
      have hc := h0 c fun h => lt_irrefl _ h.1
      have hb := h0 b fun h => lt_irrefl _ h.2
      have e := weakForm_eq_kink (E := E) hac hcb hV hl hr hg ha hb
      rw [H g hg ha hb, hc, van (s := a) hac.le fun x hx => by
        rw [h0 x fun h => lt_asymm hx.2 h.1, mul_zero]] at e
      linarith
    refine ⟨?_, h1, h2⟩
    -- a variation that moves the value at `c` sees only the kink
    have hg : ContDiff ℝ 1 (fun x : ℝ => (x - a) * (b - x)) :=
      (contDiff_id.sub contDiff_const).mul (contDiff_const.sub contDiff_id)
    have e := weakForm_eq_kink (E := E) hac hcb hV hl hr hg (by simp) (by simp)
    rw [H _ hg (by simp) (by simp), van hac.le fun x hx => by rw [h1 x hx, zero_mul],
      van hcb.le fun x hx => by rw [h2 x hx, zero_mul]] at e
    have hpos : 0 < (c - a) * (b - c) := mul_pos (sub_pos.2 hac) (sub_pos.2 hcb)
    have hz : kink f c * ((c - a) * (b - c)) = 0 := by linarith
    exact (mul_eq_zero.1 hz).resolve_right hpos.ne'
  · rintro ⟨hk, h1, h2⟩ g hg ha hb
    rw [weakForm_eq_kink hac hcb hV hl hr hg ha hb, hk,
      van hac.le fun x hx => by rw [h1 x hx, zero_mul],
      van hcb.le fun x hx => by rw [h2 x hx, zero_mul]]
    ring
```

Equal slopes also make $f$ differentiable at $c$: the two one-sided derivatives are joined over the whole line.

```lean
/-- A stationary trial function has equal slopes on the two sides of `c` and is
differentiable there. -/
theorem no_kink_of_stationary (hac : a < c) (hcb : c < b) (hV : ContinuousOn V (Icc a b))
    (hl : ContDiffOn ℝ 2 f (Icc a c)) (hr : ContDiffOn ℝ 2 f (Icc c b))
    (H : IsStationary V E a b f) :
    leftSlope f c = rightSlope f c ∧ HasDerivAt f (leftSlope f c) c := by
  have hk : leftSlope f c = rightSlope f c :=
    (sub_eq_zero.1 ((stationary_iff hac hcb hV hl hr).1 H).1).symm
  refine ⟨hk, ?_⟩
  have h1 : HasDerivWithinAt f (leftSlope f c) (Iic c) c :=
    ((hl.differentiableOn (by norm_num) c
      (right_mem_Icc.2 hac.le)).mono_of_mem_nhdsWithin (Icc_mem_nhdsLE hac)).hasDerivWithinAt
  have h2 : HasDerivWithinAt f (rightSlope f c) (Ici c) c :=
    ((hr.differentiableOn (by norm_num) c
      (left_mem_Icc.2 hcb.le)).mono_of_mem_nhdsWithin (Icc_mem_nhdsGE hcb)).hasDerivWithinAt
  rw [← hk] at h2
  have h := h1.union h2
  rwa [Iic_union_Ici, hasDerivWithinAt_univ] at h
```

If $f$ solves the equation at energy $E$ on both sides, the kink is all that is left of the weak form. A single plane wave outside the sphere meets this condition only when its kinetic energy equals $E-V$ there.

```lean
/-- For a trial function that solves the Schrödinger equation on both sides of `c`, the weak
form is minus the kink times the value of the variation at `c`. -/
theorem weakForm_of_piecewise_solution (hac : a < c) (hcb : c < b)
    (hV : ContinuousOn V (Icc a b)) (hl : ContDiffOn ℝ 2 f (Icc a c))
    (hr : ContDiffOn ℝ 2 f (Icc c b)) (h1 : ∀ x ∈ Ioo a c, residual V E f x = 0)
    (h2 : ∀ x ∈ Ioo c b, residual V E f x = 0)
    (hg : ContDiff ℝ 1 g) (ha : g a = 0) (hb : g b = 0) :
    weakForm V E a b f g = -kink f c * g c := by
  rw [weakForm_eq_kink hac hcb hV hl hr hg ha hb,
    integral_congr_open (G := fun _ => 0) hac.le fun x hx => by rw [h1 x hx, zero_mul],
    integral_congr_open (G := fun _ => 0) hcb.le fun x hx => by rw [h2 x hx, zero_mul]]
  simp only [intervalIntegral.integral_zero, add_zero]

end

end APWKink
```

```lean
#print axioms APWKink.no_kink_of_stationary
#print axioms APWKink.weakForm_of_piecewise_solution
```

```
'APWKink.no_kink_of_stationary' depends on axioms: [propext, Classical.choice, Quot.sound]
'APWKink.weakForm_of_piecewise_solution' depends on axioms: [propext, Classical.choice, Quot.sound]
```

## The surface term in an APW+lo calculation

In APW+lo the basis functions may be kinked at the sphere. A code can compute kinetic matrix elements from products of gradients, or apply $-\nabla^2$ separately in each region and add a surface term, the three-dimensional form of $-\kappa\,g(c)$. Leaving that term out gives wrong matrix elements whenever it is nonzero; it vanishes, for example, when the other function is zero on the sphere.

In this one-dimensional model, the kinks of the basis functions must cancel in any combination that is stationary against every C¹ variation. A finite basis tests fewer variations, so a computed state may keep a kink. The hypotheses also require $V$ to be continuous at $c$, which excludes a muffin-tin potential that jumps at the sphere. The argument by hand still works for such a jump if $V$ is continuous on each piece and has finite one-sided limits at $c$, but the Lean theorems do not cover it.
